# For a finite Markov chain with P_ij ≥ e m_j, e > 0 and m a probability law, the warm-up bias of an N-step average of f with |f| ≤ M is at most 2M/(eN)

## Laws, observables and recorded steps

A law on a finite set of states is a vector with nonnegative entries and sum one. The matrix P is stochastic: each row P_i is a law, and P_ij is the probability of going from i to j in one step. Laws are row vectors, so a start from μ gives the law μP^k after k steps. An observable f is a column vector, with mean μ·f = Σ_i μ_i f_i.

Discard B steps and record N > 0. The expected time average is

A = (1/N) Σ_{k=0}^{N−1} (μP^(B+k))·f.

For B = 0 the starting state itself is recorded.

Let π be a stationary law, πP = π. The bias is A − π·f.

## Collisions that erase memory

Assume that there are a law m and a number e > 0 with

P_ij ≥ e m_j for all i, j.

In other words, every step has a part of weight e in which the new state is drawn from m, whatever the old state was. This holds, for example, if from every state a step ends with probability at least e in a collision whose final state is drawn from m. It fails if two states have no common final state after one step, as can happen when collisions conserve the carrier's energy.

For a Monte Carlo transport simulation modelled as a time-independent chain on finitely many carrier states, with steps of equal duration, that meets this condition, the result bounds the error that the initial distribution leaves in, say, an expected drift velocity.

## The bound and its Lean reading

If |f_i| ≤ M for all i, then

|A − π·f| ≤ 2M(1−e)^B/(eN).

This is `burn_in_bias`; `warmup_bias` is the case B = 0. In Lean, `IsLaw` expresses a law, `hP` says that the rows of P are laws, `hmin` is the condition on e and m, and `timeAverage P μ f B N` is A. `VariesWithin f D` says that all values of f lie in some interval [c, c + D].

The stationary law is given through `hπ` and `hst`; its existence and uniqueness are not derived. The lower bound must hold for a single step, and the result concerns the expected average, not the statistical scatter of one run.

## Narrowing the window

Let c ≤ f_j ≤ c + D for all j. Split off the common part of row i:

(Pf)_i = e m·f + Σ_j (P_ij − e m_j) f_j.

The remaining weights are nonnegative and sum to 1 − e. Hence

e m·f + (1−e)c ≤ (Pf)_i ≤ e m·f + (1−e)c + (1−e)D.

The window for Pf has width (1−e)D, and its position does not depend on i. After k steps the width is (1−e)^k D. Since (μP^k)·f = μ·(P^k f) and π·f = π·(P^k f), both means lie in that window, so

|(μP^k)·f − π·f| ≤ (1−e)^k D.

Averaging over the recorded steps gives

|A − π·f| ≤ (D/N) Σ_{k=0}^{N−1} (1−e)^(B+k) = D(1−e)^B (1 − (1−e)^N)/(eN).

Summing e m_j ≤ P_ij over j shows e ≤ 1, so the factor 1 − (1−e)^N is at most 1. With D = 2M the bound follows.

## A chain with exactly computable bias

Let R keep the state with probability 1 − e and redraw it from m with probability e, where 0 < e ≤ 1. For any law v, vR = (1−e)v + e m. Thus m is stationary, and by induction

μR^k = m + (1−e)^k (μ − m).

The same geometric sum gives

A − m·f = (μ·f − m·f)(1−e)^B (1 − (1−e)^N)/(eN).

If μ sits on a maximum of f and m on a minimum, the first factor is the full width of f. With D equal to this width, the bound that keeps the factor 1 − (1−e)^N is then attained.

## The Lean file

```lean
import Mathlib

open Matrix Finset

namespace MonteCarloWarmup

noncomputable section

variable {n : Type*} [Fintype n] [DecidableEq n]
  {P : Matrix n n ℝ} {m μ π f : n → ℝ} {e D M : ℝ}

/-- A probability law on the finite set of states. -/
structure IsLaw (μ : n → ℝ) : Prop where
  nonneg : ∀ i, 0 ≤ μ i
  sum_one : ∑ i, μ i = 1

/-- All values of the observable `f` lie in some window of width `D`. -/
def VariesWithin (f : n → ℝ) (D : ℝ) : Prop :=
  ∃ c, ∀ i, c ≤ f i ∧ f i ≤ c + D

/-- Expected value of `f` after `k` steps of the chain `P` started from the law `μ`. -/
def expectAt (P : Matrix n n ℝ) (μ f : n → ℝ) (k : ℕ) : ℝ :=
  (μ ᵥ* P ^ k) ⬝ᵥ f

/-- Expected time average of `f` over `N > 0` recorded steps, after `B` discarded steps. -/
def timeAverage (P : Matrix n n ℝ) (μ f : n → ℝ) (B N : ℕ) : ℝ :=
  (∑ k ∈ range N, expectAt P μ f (B + k)) / N

/-- The chain that keeps its state with weight `1 - e` and redraws it from `m` with
weight `e`. -/
def resetChain (e : ℝ) (m : n → ℝ) : Matrix n n ℝ :=
  (1 - e) • (1 : Matrix n n ℝ) + e • Matrix.of fun _ j => m j

omit [DecidableEq n] in
/-- A sum with nonnegative weights lies between the total weight times a lower bound and the
total weight times an upper bound of the observable. -/
theorem weighted_bounds {w : n → ℝ} {a b : ℝ} (hw : ∀ i, 0 ≤ w i)
    (h : ∀ i, a ≤ f i ∧ f i ≤ b) :
    (∑ i, w i) * a ≤ w ⬝ᵥ f ∧ w ⬝ᵥ f ≤ (∑ i, w i) * b := by
  rw [dotProduct, Finset.sum_mul, Finset.sum_mul]
  exact ⟨Finset.sum_le_sum fun i _ => mul_le_mul_of_nonneg_left (h i).1 (hw i),
    Finset.sum_le_sum fun i _ => mul_le_mul_of_nonneg_left (h i).2 (hw i)⟩

omit [DecidableEq n] in
/-- If every row of a stochastic matrix contains the common part `e m`, with `m` a law, one step of
averaging takes an observable with a window of width `D` to one with a window of width
`(1 - e) * D`. -/
theorem VariesWithin.step (hP : ∀ i, IsLaw (P i)) (hm : IsLaw m)
    (hmin : ∀ i j, e * m j ≤ P i j) (hf : VariesWithin f D) :
    VariesWithin (P *ᵥ f) ((1 - e) * D) := by
  obtain ⟨c, hc⟩ := hf
  refine ⟨e * (m ⬝ᵥ f) + (1 - e) * c, fun i => ?_⟩
  -- what remains of row i without the common part has total weight 1 - e
  have hw := weighted_bounds (w := fun j => P i j - e * m j)
    (fun j => sub_nonneg.2 (hmin i j)) hc
  have hs : ∑ j, (P i j - e * m j) = 1 - e := by
    rw [Finset.sum_sub_distrib, ← Finset.mul_sum, (hP i).sum_one, hm.sum_one, mul_one]
  have hd : (fun j => P i j - e * m j) ⬝ᵥ f = (P *ᵥ f) i - e * (m ⬝ᵥ f) := by
    simp only [Matrix.mulVec, dotProduct, sub_mul, Finset.sum_sub_distrib,
      Finset.mul_sum, mul_assoc]
  rw [hd] at hw
  simp only [hs] at hw
  constructor <;> linarith [hw.1, hw.2]

/-- Let `P` be stochastic with `P i j ≥ e m j` for a law `m`. After `k` steps from any law, the
expected value of `f` differs from its mean in a stationary law by at most `(1 - e)^k` times the
width of the window of `f`. -/
theorem bias_at_step (hP : ∀ i, IsLaw (P i)) (hm : IsLaw m)
    (hmin : ∀ i j, e * m j ≤ P i j) (hμ : IsLaw μ) (hπ : IsLaw π) (hst : π ᵥ* P = π)
    (hf : VariesWithin f D) (k : ℕ) :
    |expectAt P μ f k - π ⬝ᵥ f| ≤ (1 - e) ^ k * D := by
  have hwin : VariesWithin (P ^ k *ᵥ f) ((1 - e) ^ k * D) := by
    induction k with
    | zero => simpa using hf
    | succ k ih =>
      have h : (1 - e) ^ (k + 1) * D = (1 - e) * ((1 - e) ^ k * D) := by ring
      rw [h, pow_succ', ← Matrix.mulVec_mulVec]
      exact ih.step hP hm hmin
  have hstk : π ᵥ* P ^ k = π := by
    clear hwin
    induction k with
    | zero => simp
    | succ k ih => rw [pow_succ', ← Matrix.vecMul_vecMul, hst, ih]
  -- both means lie in the same narrow window
  obtain ⟨c, hc⟩ := hwin
  have h1 := weighted_bounds hμ.nonneg hc
  have h2 := weighted_bounds hπ.nonneg hc
  rw [hμ.sum_one, Matrix.dotProduct_mulVec] at h1
  rw [hπ.sum_one, Matrix.dotProduct_mulVec, hstk] at h2
  rw [expectAt, abs_le]
  constructor <;> linarith [h1.1, h1.2, h2.1, h2.2]

private theorem geom (he : e ≠ 0) (B N : ℕ) :
    ∑ k ∈ range N, (1 - e) ^ (B + k) = (1 - e) ^ B * (1 - (1 - e) ^ N) / e := by
  have h := mul_neg_geom_sum (1 - e) N
  rw [eq_div_iff he]
  simp only [pow_add, ← Finset.mul_sum]
  linear_combination (1 - e) ^ B * h

private theorem average_sub {N : ℕ} (hN : 0 < N) (B : ℕ) (a : ℝ) :
    timeAverage P μ f B N - a = (∑ k ∈ range N, (expectAt P μ f (B + k) - a)) / N := by
  have hN0 : (N : ℝ) ≠ 0 := by exact_mod_cast hN.ne'
  rw [timeAverage, Finset.sum_sub_distrib, Finset.sum_const, Finset.card_range,
    nsmul_eq_mul, sub_div, mul_div_cancel_left₀ _ hN0]

/-- Bias bound at finite `N > 0` for an observable with window width `D`, when `B` steps are
discarded, `P` is stochastic and `P i j ≥ e m j` with `m` a law and `e > 0`. -/
theorem finite_run_bias (hP : ∀ i, IsLaw (P i)) (hm : IsLaw m) (he : 0 < e)
    (hmin : ∀ i j, e * m j ≤ P i j) (hμ : IsLaw μ) (hπ : IsLaw π) (hst : π ᵥ* P = π)
    (hf : VariesWithin f D) (B : ℕ) {N : ℕ} (hN : 0 < N) :
    |timeAverage P μ f B N - π ⬝ᵥ f|
      ≤ D * (1 - e) ^ B * (1 - (1 - e) ^ N) / (e * N) := by
  have hN' : (0 : ℝ) < N := by exact_mod_cast hN
  rw [average_sub hN, abs_div, abs_of_pos hN']
  have hsum : |∑ k ∈ range N, (expectAt P μ f (B + k) - π ⬝ᵥ f)|
      ≤ ∑ k ∈ range N, (1 - e) ^ (B + k) * D :=
    (Finset.abs_sum_le_sum_abs _ _).trans
      (Finset.sum_le_sum fun k _ => bias_at_step hP hm hmin hμ hπ hst hf (B + k))
  refine (div_le_div_of_nonneg_right hsum hN'.le).trans (le_of_eq ?_)
  rw [← Finset.sum_mul, geom he.ne']
  ring

/-- Let `P` be stochastic with `P i j ≥ e m j`, where `m` is a law and `e > 0`. With `|f| ≤ M` and
`B` discarded steps, the expected average from any starting law over `N > 0` steps differs from the
stationary mean by at most `2 M (1 - e)^B / (e N)`. -/
theorem burn_in_bias (hP : ∀ i, IsLaw (P i)) (hm : IsLaw m) (he : 0 < e)
    (hmin : ∀ i j, e * m j ≤ P i j) (hμ : IsLaw μ) (hπ : IsLaw π) (hst : π ᵥ* P = π)
    (hf : ∀ i, |f i| ≤ M) (B : ℕ) {N : ℕ} (hN : 0 < N) :
    |timeAverage P μ f B N - π ⬝ᵥ f| ≤ 2 * M * (1 - e) ^ B / (e * N) := by
  have hne : Nonempty n := by
    by_contra h
    rw [not_nonempty_iff] at h
    simpa using hm.sum_one
  obtain ⟨i⟩ := hne
  have hM : 0 ≤ M := (abs_nonneg _).trans (hf i)
  -- summing the lower bound over a row shows e ≤ 1
  have he1 : 0 ≤ 1 - e := by
    have h := Finset.sum_le_sum fun j (_ : j ∈ Finset.univ) => hmin i j
    rw [← Finset.mul_sum, hm.sum_one, (hP i).sum_one] at h
    linarith
  have hwin : VariesWithin f (2 * M) :=
    ⟨-M, fun j => ⟨(abs_le.1 (hf j)).1, by linarith [(abs_le.1 (hf j)).2]⟩⟩
  refine (finite_run_bias hP hm he hmin hμ hπ hst hwin B hN).trans ?_
  refine div_le_div_of_nonneg_right ?_ (by positivity)
  exact mul_le_of_le_one_right (mul_nonneg (by linarith) (pow_nonneg he1 B))
    (by linarith [pow_nonneg he1 N])

/-- Warm-up bias: if `P` is stochastic and `P i j ≥ e m j` with `m` a law and `e > 0`, then from any
starting law the expected average of `f`, `|f| ≤ M`, over the first `N > 0` steps differs from the
stationary mean by at most `2 M / (e N)`. -/
theorem warmup_bias (hP : ∀ i, IsLaw (P i)) (hm : IsLaw m) (he : 0 < e)
    (hmin : ∀ i j, e * m j ≤ P i j) (hμ : IsLaw μ) (hπ : IsLaw π) (hst : π ᵥ* P = π)
    (hf : ∀ i, |f i| ≤ M) {N : ℕ} (hN : 0 < N) :
    |timeAverage P μ f 0 N - π ⬝ᵥ f| ≤ 2 * M / (e * N) := by
  have h := burn_in_bias hP hm he hmin hμ hπ hst hf 0 hN
  rwa [pow_zero, mul_one] at h

private theorem vecMul_resetChain (v : n → ℝ) :
    v ᵥ* resetChain e m = (1 - e) • v + (e * ∑ i, v i) • m := by
  rw [resetChain, Matrix.vecMul_add, Matrix.vecMul_smul, Matrix.vecMul_smul,
    Matrix.vecMul_one]
  ext j
  simp only [Pi.add_apply, Pi.smul_apply, smul_eq_mul, Matrix.vecMul, dotProduct,
    Matrix.of_apply, ← Finset.sum_mul]
  ring

/-- For `0 ≤ e ≤ 1` and a law `m`, the reset chain is stochastic, its rows contain the part
`e m`, and `m` is stationary. -/
theorem resetChain_witness (hm : IsLaw m) (he : 0 ≤ e) (he1 : e ≤ 1) :
    (∀ i, IsLaw (resetChain e m i)) ∧ (∀ i j, e * m j ≤ resetChain e m i j) ∧
      m ᵥ* resetChain e m = m := by
  have hR : ∀ i j, resetChain e m i j = (1 - e) * (1 : Matrix n n ℝ) i j + e * m j :=
    fun i j => by simp [resetChain]
  have h0 : ∀ i j, 0 ≤ (1 - e) * (1 : Matrix n n ℝ) i j := fun i j => by
    refine mul_nonneg (sub_nonneg.2 he1) ?_
    rw [Matrix.one_apply]
    split_ifs <;> norm_num
  refine ⟨fun i => ⟨fun j => ?_, ?_⟩, fun i j => ?_, ?_⟩
  · rw [hR]
    exact add_nonneg (h0 i j) (mul_nonneg he (hm.nonneg j))
  · simp only [hR, Finset.sum_add_distrib, ← Finset.mul_sum, hm.sum_one]
    simp [Matrix.one_apply]
  · rw [hR]
    linarith [h0 i j]
  · rw [vecMul_resetChain, hm.sum_one]
    ext j
    simp only [Pi.add_apply, Pi.smul_apply, smul_eq_mul]
    ring

/-- For laws `m` and `μ`, the exact bias of the reset chain with `e ≠ 0`, started from `μ`, over
`N > 0` steps after `B` discarded ones: the initial error in the mean of `f` times the prefactor of
the finite-run bound. -/
theorem resetChain_bias (hm : IsLaw m) (hμ : IsLaw μ) (he : e ≠ 0) (f : n → ℝ)
    (B : ℕ) {N : ℕ} (hN : 0 < N) :
    timeAverage (resetChain e m) μ f B N - m ⬝ᵥ f
      = (μ ⬝ᵥ f - m ⬝ᵥ f) * (1 - e) ^ B * (1 - (1 - e) ^ N) / (e * N) := by
  -- the deviation of the law from m is multiplied by exactly 1 - e in each step
  have hlaw : ∀ k : ℕ, μ ᵥ* resetChain e m ^ k = m + (1 - e) ^ k • (μ - m) := by
    intro k
    induction k with
    | zero => simp
    | succ k ih =>
      have hs : ∑ i, (m + (1 - e) ^ k • (μ - m)) i = 1 := by
        simp only [Pi.add_apply, Pi.smul_apply, Pi.sub_apply, smul_eq_mul,
          Finset.sum_add_distrib, ← Finset.mul_sum, Finset.sum_sub_distrib,
          hμ.sum_one, hm.sum_one]
        ring
      rw [pow_succ, ← Matrix.vecMul_vecMul, ih, vecMul_resetChain, hs]
      ext j
      simp only [Pi.add_apply, Pi.smul_apply, Pi.sub_apply, smul_eq_mul]
      ring
  have hk : ∀ k : ℕ, expectAt (resetChain e m) μ f k - m ⬝ᵥ f
      = (1 - e) ^ k * (μ ⬝ᵥ f - m ⬝ᵥ f) := by
    intro k
    rw [expectAt, hlaw, add_dotProduct, smul_dotProduct, sub_dotProduct, smul_eq_mul]
    ring
  rw [average_sub hN, Finset.sum_congr rfl (fun k _ => hk (B + k)), ← Finset.sum_mul,
    geom he]
  ring

end

end MonteCarloWarmup
```

```lean
#print axioms MonteCarloWarmup.warmup_bias
#print axioms MonteCarloWarmup.resetChain_bias
```

```
'MonteCarloWarmup.warmup_bias' depends on axioms: [propext, Classical.choice, Quot.sound]
'MonteCarloWarmup.resetChain_bias' depends on axioms: [propext, Classical.choice, Quot.sound]
```

## From row splitting to the time average

`weighted_bounds` bounds a weighted sum by its total weight times the ends of the window. `VariesWithin.step` applies it to the weights P_ij − e m_j: `hs` computes their sum, `hd` is the row splitting, and `linarith` places (Pf)_i in the new window.

In `bias_at_step`, one induction narrows the window and another shows πP^k = π. The rewrite with `Matrix.dotProduct_mulVec` moves P^k from the observable to the law.

`average_sub` takes the stationary mean inside the average, and `geom` sums the powers. `finite_run_bias` joins them with the triangle inequality. `burn_in_bias` then derives e ≤ 1 in `he1`, takes the window [−M, M] and drops the factor 1 − (1−e)^N.

For the chain R, `vecMul_resetChain` computes one step, `resetChain_witness` checks the hypotheses on the chain, and `resetChain_bias` proves the formula for μR^k by induction in `hlaw` before summing.
